# A unique K/r³ term brings the model jellium energy a/r² − b/r to zero pressure at any chosen radius

A uniform electron gas on a smeared-out positive background settles at one density of its own. A metal whose electrons have a different density is therefore under pressure when described as jellium. Can a term representing the ion cores remove that pressure, and is the resulting state a true energy minimum?

Let $r>0$ be the radius of the sphere holding one electron, with volume $V=4\pi r^3/3$, and take the energy per electron to be

$$E(r)=\frac{a}{r^2}-\frac{b}{r}+\frac{K}{r^3}.$$

The real constants $a$ and $b$ set the kinetic term and the exchange term; the direct Coulomb energies of the uniform gas and its uniform background cancel. The constant $K$ stands for the non-Coulomb part of the ionic pseudopotential averaged over a uniform density, which gives an energy proportional to $1/r^3$. A positive $K$ is a net core repulsion.

```lean
import Mathlib

open Real

namespace JelliumPseudopotential

noncomputable section

/-- Energy per electron at density radius `r`: kinetic term `a/r²`, exchange term `-b/r`, and a
pseudopotential term `K/r³`. -/
def energy (a b K r : ℝ) : ℝ := a / r ^ 2 - b / r + K / r ^ 3
```

Since $dV=4\pi r^2\,dr$, the pressure $-dE/dV$ is $P=-E'(r)/(4\pi r^2)$, and the bulk modulus $-V\,dP/dV$ is $B=-(r/3)P'(r)$. `pressure` and `bulkModulus` take these expressions as definitions.

```lean
/-- Pressure `-dE/dV` for the volume `V = 4πr³/3` per electron, written through the
derivative with respect to `r`. -/
def pressure (a b K r : ℝ) : ℝ := -(deriv (energy a b K) r) / (4 * π * r ^ 2)

/-- Bulk modulus `-V dP/dV`, written through the derivative with respect to `r`. -/
def bulkModulus (a b K r : ℝ) : ℝ := -(r / 3) * deriv (pressure a b K) r
```

## Nonzero radius: the energy can be differentiated

The condition $r\neq0$ keeps away from infinite density, where the inverse powers are singular. Elsewhere,

$$E'(r)=-\frac{2a}{r^3}+\frac{b}{r^2}-\frac{3K}{r^4},\qquad P(r)=\frac{2ar-br^2+3K}{4\pi r^6}.$$

The first lemma below is the quotient rule for $c/x^{n+1}$. The second applies it with $n=0,1,2$ and collects the terms; `field_simp` uses $r\neq0$ to clear denominators.

```lean
/-- Derivative of an inverse power law. -/
theorem hasDerivAt_inversePower (c : ℝ) (n : ℕ) {r : ℝ} (hr : r ≠ 0) :
    HasDerivAt (fun x : ℝ => c / x ^ (n + 1)) (-(((n : ℝ) + 1) * c) / r ^ (n + 2)) r := by
  have h := (hasDerivAt_const r c).fun_div (hasDerivAt_pow (n + 1) r) (pow_ne_zero (n + 1) hr)
  refine h.congr_deriv ?_
  simp only [Nat.add_sub_cancel, Nat.cast_add, Nat.cast_one]
  rw [div_eq_div_iff (pow_ne_zero _ (pow_ne_zero _ hr)) (pow_ne_zero _ hr)]
  ring

/-- The pressure as an explicit function of the density radius. -/
theorem pressure_eq (a b K : ℝ) {r : ℝ} (hr : r ≠ 0) :
    pressure a b K r = (2 * a * r - b * r ^ 2 + 3 * K) / (4 * π * r ^ 6) := by
  have h1 : HasDerivAt (fun x : ℝ => b / x) (-b / r ^ 2) r := by
    simpa using hasDerivAt_inversePower b 0 hr
  have h2 : HasDerivAt (fun x : ℝ => a / x ^ 2) (-(2 * a) / r ^ 3) r :=
    (hasDerivAt_inversePower a 1 hr).congr_deriv (by norm_num)
  have h3 : HasDerivAt (fun x : ℝ => K / x ^ 3) (-(3 * K) / r ^ 4) r :=
    (hasDerivAt_inversePower K 2 hr).congr_deriv (by norm_num)
  have h : HasDerivAt (energy a b K)
      (-(2 * a) / r ^ 3 - -b / r ^ 2 + -(3 * K) / r ^ 4) r := (h2.fun_sub h1).fun_add h3
  have hπ := Real.pi_ne_zero
  rw [pressure, h.deriv]
  field_simp
  ring
```

## Positive target radius: one strength for each density

The condition $r_0>0$ says that $r_0$ describes an actual density. The denominator of $P(r_0)$ is then positive, so zero pressure means $2ar_0-br_0^2+3K=0$, or

$$K=\frac{r_0(br_0-2a)}{3}.$$

Stationarity is written `HasDerivAt (energy a b K) 0 r₀`: the energy is differentiable at $r_0$ with derivative zero. The proof passes through the pressure in both directions, using `linear_combination` for the linear equation in $K$. The direction from $K$ to stationarity also establishes differentiability, because Lean's `deriv` returns zero where no derivative exists.

```lean
/-- For `r₀ > 0`, the energy is stationary at `r₀` exactly when the pseudopotential strength is `K =
r₀ (b r₀ - 2a) / 3`. -/
theorem stationary_iff (a b K : ℝ) {r₀ : ℝ} (hr : 0 < r₀) :
    HasDerivAt (energy a b K) 0 r₀ ↔ K = r₀ * (b * r₀ - 2 * a) / 3 := by
  have hd : 4 * π * r₀ ^ 6 ≠ 0 := by positivity
  have hv : 4 * π * r₀ ^ 2 ≠ 0 := by positivity
  constructor
  · intro hs
    have hp : pressure a b K r₀ = 0 := by rw [pressure, hs.deriv]; simp
    rw [pressure_eq a b K hr.ne', div_eq_zero_iff, or_iff_left hd] at hp
    linear_combination hp / 3
  · intro hK
    have hp : pressure a b K r₀ = 0 := by
      rw [pressure_eq a b K hr.ne', div_eq_zero_iff, or_iff_left hd]
      linear_combination 3 * hK
    rw [pressure, div_eq_zero_iff, or_iff_left hv, neg_eq_zero] at hp
    have hdiff : DifferentiableAt ℝ (energy a b K) r₀ := by
      have h1 : HasDerivAt (fun x : ℝ => b / x) (-b / r₀ ^ 2) r₀ := by
        simpa using hasDerivAt_inversePower b 0 hr.ne'
      exact (((hasDerivAt_inversePower a 1 hr.ne').fun_sub h1).fun_add
        (hasDerivAt_inversePower K 2 hr.ne')).differentiableAt
    have h := hdiff.hasDerivAt
    rwa [hp] at h
```

At a negative $r_0$ the same algebra would go through, but the prefactor $r_0$ would reverse the sign of $K$ relative to $br_0-2a$.

## Attraction, b > 0: the sign of the core term

A positive $b$ means that the exchange term binds the gas. Existence and uniqueness of $K$ do not use it. It enters when $br_0>2a$ is divided by $b$, giving

$$K>0\iff r_0>\frac{2a}{b}.$$

At such a radius the energy without $K$ has negative pressure: the gas would contract, and a repulsive core term holds it out.

The theorem states that exactly one real $K$ (`∃!`) makes the energy stationary at $r_0$, and that any such $K$ gives zero pressure and obeys the sign criterion. In the proof, `div_lt_iff₀ hb` is the division by $b$. For $b<0$ the inequality between $r_0$ and $2a/b$ would reverse; for $b=0$ there is no threshold radius.

```lean
/-- For `b > 0` and every `r₀ > 0`, exactly one pseudopotential strength `K` makes the energy
stationary at `r₀`; there the pressure vanishes, and `K` is positive exactly when `r₀ > 2a/b`. -/
theorem pseudopotential_restores_zero_pressure (a : ℝ) {b r₀ : ℝ} (hb : 0 < b) (hr : 0 < r₀) :
    (∃! K : ℝ, HasDerivAt (energy a b K) 0 r₀) ∧
      ∀ K : ℝ, HasDerivAt (energy a b K) 0 r₀ →
        pressure a b K r₀ = 0 ∧ (0 < K ↔ 2 * a / b < r₀) := by
  refine ⟨⟨r₀ * (b * r₀ - 2 * a) / 3, (stationary_iff a b _ hr).2 rfl,
    fun K hK => (stationary_iff a b K hr).1 hK⟩, fun K hs => ⟨?_, ?_⟩⟩
  · rw [pressure, hs.deriv]
    simp
  · rw [(stationary_iff a b K hr).1 hs, div_lt_iff₀ hb]
    constructor
    · intro h
      have h1 : 0 < r₀ * (b * r₀ - 2 * a) := by linarith
      have h2 := (mul_pos_iff_of_pos_left hr).1 h1
      linarith
    · intro h
      have h1 := mul_pos hr (show 0 < b * r₀ - 2 * a by linarith)
      linarith
```

## Stationarity at r₀: the energy difference factors

The hypothesis `hs` says that $r_0$ is a zero-pressure state. Put $x=1/r$ and $x_0=1/r_0$, so that $E=ax^2-bx+Kx^3$ and stationarity reads $b=2ax_0+3Kx_0^2$. Then

$$\begin{aligned}
E(r)-E(r_0)&=(x-x_0)\left[a(x+x_0)-b+K(x^2+xx_0+x_0^2)\right]\\
&=(x-x_0)\left[a(x-x_0)+K(x^2+xx_0-2x_0^2)\right]\\
&=(x-x_0)^2\left[a+K(x+2x_0)\right].
\end{aligned}$$

Lean eliminates $K$ instead of $b$ and checks the identity with `field_simp` and `ring`. Without stationarity, a term linear in $x-x_0$ survives and the square does not factor out.

```lean
/-- The energy measured from a stationary radius `r₀` factors exactly in the inverse radii. -/
theorem energy_sub_stationary {a b K r₀ r : ℝ} (hr₀ : 0 < r₀) (hr : 0 < r)
    (hs : HasDerivAt (energy a b K) 0 r₀) :
    energy a b K r - energy a b K r₀ =
      (1 / r - 1 / r₀) ^ 2 * (a + K * (1 / r + 2 / r₀)) := by
  have hK := (stationary_iff a b K hr₀).1 hs
  simp only [energy]
  rw [hK]
  field_simp
  ring
```

## Kinetic cost, a > 0: when the stationary state is the global minimum

A positive $a$ is the kinetic cost of confining electrons. If also $K\ge0$, the last bracket is positive for every $r>0$, so every radius other than $r_0$ has higher energy.

If $K<0$, choose $x=x_0-a/K$. This exceeds $x_0$, so it is a compressed state, and the bracket equals $3Kx_0<0$. Its energy is lower than $E(r_0)$. Thus the stationary radius is the unique global minimizer exactly when $K\ge0$.

The proof follows these two cases: `positivity` handles the bracket for $K\ge0$, and the explicit $x$ gives the contradiction for $K<0$. Without $a>0$ the criterion fails at $K=0$: the stationary energy is a maximum if $a<0$, and the energy is constant if $a=0$.

```lean
/-- For `a > 0`, a stationary radius is the unique global minimizer of the energy over
`r > 0` exactly when the pseudopotential strength is nonnegative. -/
theorem stationary_is_global_min_iff {a b K r₀ : ℝ} (ha : 0 < a) (hr₀ : 0 < r₀)
    (hs : HasDerivAt (energy a b K) 0 r₀) :
    (∀ r, 0 < r → r ≠ r₀ → energy a b K r₀ < energy a b K r) ↔ 0 ≤ K := by
  constructor
  · intro h
    by_contra hn
    have hK : K < 0 := lt_of_not_ge hn
    -- a compressed state, with inverse radius x, that is not higher in energy
    obtain ⟨x, hxd⟩ : ∃ x, x = 1 / r₀ - a / K := ⟨_, rfl⟩
    have h1 : a / K < 0 := div_neg_of_pos_of_neg ha hK
    have hx : 0 < x := by
      have := one_div_pos.2 hr₀
      linarith
    have hne : x⁻¹ ≠ r₀ := by
      intro e
      have e2 : x = 1 / r₀ := by rw [← e, one_div, inv_inv]
      linarith
    have g := energy_sub_stationary hr₀ (inv_pos.2 hx) hs
    have hy : K * (a / K) = a := by
      have := hK.ne
      field_simp
    have hf : a + K * (x + 2 / r₀) = 3 * K / r₀ := by
      rw [hxd]
      linear_combination -hy
    rw [one_div x⁻¹, inv_inv, hf] at g
    have h3 : 3 * K / r₀ < 0 := div_neg_of_neg_of_pos (by linarith) hr₀
    have h4 := mul_nonneg (sq_nonneg (x - 1 / r₀)) (neg_nonneg.2 h3.le)
    have h5 := h _ (inv_pos.2 hx) hne
    linarith
  · intro hK r hr hne
    have hx : 1 / r - 1 / r₀ ≠ 0 := sub_ne_zero.2 (fun h => hne (by simpa using h))
    have h1 : 0 < (1 / r - 1 / r₀) ^ 2 :=
      lt_of_le_of_ne (sq_nonneg _) (Ne.symm (pow_ne_zero 2 hx))
    have h2 : 0 < a + K * (1 / r + 2 / r₀) := by positivity
    have g := energy_sub_stationary hr₀ hr hs
    have h3 := mul_pos h1 h2
    linarith
```

Setting $K=0$ in the stationarity condition gives $r_0=2a/b$, the bare jellium minimizer. Here $b>0$ is needed as well: for $b\le0$ the bare energy falls steadily with $r$ and has no minimum.

```lean
/-- For `a > 0` and `b > 0`, the energy without the pseudopotential term has its unique global
minimum over `r > 0` at `r = 2a/b`. -/
theorem bare_jellium_minimizer {a b : ℝ} (ha : 0 < a) (hb : 0 < b) :
    ∀ r, 0 < r → r ≠ 2 * a / b → energy a b 0 (2 * a / b) < energy a b 0 r := by
  have hr : 0 < 2 * a / b := by positivity
  have hm : b * (2 * a / b) = 2 * a := by field_simp
  refine (stationary_is_global_min_iff ha hr ((stationary_iff a b 0 hr).2 ?_)).2 le_rfl
  rw [hm, sub_self, mul_zero, zero_div]
```

## Stationarity again: the stiffness at zero pressure

Differentiating the pressure gives, at any $r>0$,

$$B(r)=\frac{5a}{6\pi r^5}-\frac{b}{3\pi r^4}+\frac{3K}{2\pi r^6}.$$

At a stationary $r_0$ the value of $K$ can be inserted:

$$B(r_0)=\frac{5a-2br_0+3(br_0-2a)}{6\pi r_0^5}=\frac{br_0-a}{6\pi r_0^5}.$$

Without stationarity, $K$ stays in the formula. The proof replaces the pressure near $r_0$ by three inverse powers, differentiates them with the first lemma, and substitutes $K$. For $a,b>0$ and $a/b<r_0<2a/b$, the modulus is positive while $K$ is negative: the state resists small compressions but is not the global minimum.

```lean
/-- The bulk modulus at a stationary radius `r₀` is `(b r₀ - a) / (6π r₀⁵)`. -/
theorem bulkModulus_at_stationary {a b K r₀ : ℝ} (hr : 0 < r₀)
    (hs : HasDerivAt (energy a b K) 0 r₀) :
    bulkModulus a b K r₀ = (b * r₀ - a) / (6 * π * r₀ ^ 5) := by
  have hK := (stationary_iff a b K hr).1 hs
  have hπ := Real.pi_ne_zero
  have h := ((hasDerivAt_inversePower (a / (2 * π)) 4 hr.ne').fun_sub
    (hasDerivAt_inversePower (b / (4 * π)) 3 hr.ne')).fun_add
    (hasDerivAt_inversePower (3 * K / (4 * π)) 5 hr.ne')
  -- near r₀ the pressure is a sum of three inverse powers
  have e : pressure a b K =ᶠ[nhds r₀] fun x : ℝ =>
      a / (2 * π) / x ^ (4 + 1) - b / (4 * π) / x ^ (3 + 1)
        + 3 * K / (4 * π) / x ^ (5 + 1) := by
    filter_upwards [isOpen_ne.mem_nhds hr.ne'] with x hx
    have hx' : x ≠ 0 := hx
    rw [pressure_eq a b K hx']
    field_simp
    ring
  rw [bulkModulus, (h.congr_of_eventuallyEq e).deriv, hK]
  push_cast
  field_simp
  ring

end

end JelliumPseudopotential
```

```lean
#print axioms JelliumPseudopotential.pseudopotential_restores_zero_pressure
#print axioms JelliumPseudopotential.bare_jellium_minimizer
#print axioms JelliumPseudopotential.bulkModulus_at_stationary
```

```
'JelliumPseudopotential.pseudopotential_restores_zero_pressure' depends on axioms: [propext, Classical.choice, Quot.sound]
'JelliumPseudopotential.bare_jellium_minimizer' depends on axioms: [propext, Classical.choice, Quot.sound]
'JelliumPseudopotential.bulkModulus_at_stationary' depends on axioms: [propext, Classical.choice, Quot.sound]
```

In electronic structure, this shows how an averaged ion-core term can bring jellium to zero pressure at the density of a simple metal, within a one-parameter model of a uniform gas with no correlation energy and no lattice structure. For $a,b>0$ the term is a repulsion only when $r_0>2a/b$; at smaller radii it is attractive, and the zero-pressure state is not the global minimum. The strength $K$ is fitted to the chosen radius and held fixed under compression; it is not derived from an ionic potential.
